# Under balanced two-state noise, coherence revives exactly when the frequency shift exceeds the switching rate

To test a simulation of qubit dephasing by telegraph noise, one samples frequencies $\xi=\pm v$ that flip at rate $\gamma$, averages $\exp(i\int_0^t\xi\,dt')$ over the runs, and compares the average with the exact coherence $C(t)$. Near a zero of $C$ the comparison needs an absolute tolerance. For this classical pure-dephasing model with $\gamma,v>0$ and equal initial weights, the theorems below locate every zero at $t\ge0$.

## The noise model

```lean
import Mathlib

open Matrix

namespace TelegraphDephasing

noncomputable section
```

This loads Mathlib and opens its matrix notation; `*ᵥ` is matrix times vector.

```lean
/-- Generator of dephasing by two-state noise: frequencies `v` and `-v`, switching rate `γ`. -/
def generator (γ v : ℝ) : Matrix (Fin 2) (Fin 2) ℂ :=
  !![-(γ : ℂ) + Complex.I * v, (γ : ℂ); (γ : ℂ), -(γ : ℂ) - Complex.I * v]
```

Let $u_0(t)$ be the average over all runs of $\exp(i\int_0^t\xi\,dt')$ with runs counted as zero unless $\xi(t)=v$, and let $u_1(t)$ be the same with $\xi(t)=-v$. Their sum is the full average. In a short time $dt$, precession multiplies $u_0$ and $u_1$ by $1\pm iv\,dt$, and switching moves a fraction $\gamma\,dt$ of each into the other. To first order this gives $u'=Mu$, where $M$ is the generator above. The Lean code takes this equation as its starting point and does not construct the random process.

```lean
/-- A trajectory of the two noise-resolved coherences, starting from equal weights `1/2`. -/
structure IsDephasing (γ v : ℝ) (u : ℝ → Fin 2 → ℂ) : Prop where
  evolves : ∀ t, HasDerivAt u (generator γ v *ᵥ u t) t
  initial : u 0 = ![1 / 2, 1 / 2]
```

`IsDephasing γ v u` says that $u'=Mu$ at every real $t$ and $u(0)=(\tfrac12,\tfrac12)$. Lean counts the components from zero: $u_0,u_1$.

```lean
/-- The noise-averaged coherence, the sum over both noise states. -/
def coherence (u : ℝ → Fin 2 → ℂ) (t : ℝ) : ℂ := u t 0 + u t 1
```

The averaged coherence is $C=u_0+u_1$, so $C(0)=1$.

```lean
/-- The difference of the coherences in the two noise states. -/
def imbalance (u : ℝ → Fin 2 → ℂ) (t : ℝ) : ℂ := u t 0 - u t 1
```

The imbalance is $D=u_0-u_1$, so $D(0)=0$.

```lean
/-- The solutions `c`, `s` of `y'' = k y` with `c(0) = 1`, `s(0) = 0`, `s' = c`, `c' = k s`. -/
structure IsPropagatorPair (k : ℝ) (c s : ℝ → ℝ) : Prop where
  deriv_c : ∀ t, HasDerivAt c (k * s t) t
  deriv_s : ∀ t, HasDerivAt s (c t) t
  c_zero : c 0 = 1
  s_zero : s 0 = 0
```

The real functions $c,s$ satisfy $c'=ks$, $s'=c$, $c(0)=1$, $s(0)=0$.

```lean
/-- The frequency `√(v² - γ²)`, meant for `γ² ≤ v²`. -/
def beat (γ v : ℝ) : ℝ := Real.sqrt (v ^ 2 - γ ^ 2)
```

`beat` is $\omega=\sqrt{v^2-\gamma^2}$, used when $v>\gamma$.

```lean
/-- The time `(π - arctan (ω/γ))/ω` with `ω = √(v² - γ²)`, meant for `0 < γ < v`. -/
def firstZero (γ v : ℝ) : ℝ := (Real.pi - Real.arctan (beat γ v / γ)) / beat γ v
```

`firstZero` is $t_0=(\pi-\arctan(\omega/\gamma))/\omega$.

## One formula for every regime

```lean
/-- The generator written out on the two components. -/
theorem generator_mulVec (γ v : ℝ) (x : Fin 2 → ℂ) : generator γ v *ᵥ x =
    ![(-(γ : ℂ) + Complex.I * v) * x 0 + γ * x 1,
      (-(γ : ℂ) - Complex.I * v) * x 1 + γ * x 0] := by
  ext i
  fin_cases i <;> simp [generator, Matrix.mulVec, dotProduct, Fin.sum_univ_two]
  ring
```

This is $Mu$ in components.

```lean
/-- The coherence is driven by the imbalance, and the imbalance relaxes at rate `2γ` while
being driven by the coherence. -/
theorem coherence_system {γ v : ℝ} {u : ℝ → Fin 2 → ℂ} (hu : IsDephasing γ v u) (t : ℝ) :
    HasDerivAt (coherence u) (Complex.I * v * imbalance u t) t ∧
    HasDerivAt (imbalance u)
      (Complex.I * v * coherence u t - 2 * γ * imbalance u t) t := by
  have h := hu.evolves t
  rw [generator_mulVec] at h
  have h0 : HasDerivAt (fun t => u t 0)
      ((-(γ : ℂ) + Complex.I * v) * u t 0 + γ * u t 1) t := hasDerivAt_pi.1 h 0
  have h1 : HasDerivAt (fun t => u t 1)
      ((-(γ : ℂ) - Complex.I * v) * u t 1 + γ * u t 0) t := hasDerivAt_pi.1 h 1
  exact ⟨(h0.fun_add h1).congr_deriv (by unfold imbalance; ring),
    (h0.fun_sub h1).congr_deriv (by unfold imbalance coherence; ring)⟩
```

Adding and subtracting the components gives
$$C'=ivD,\qquad D'=ivC-2\gamma D.$$

```lean
/-- In every regime the coherence is `exp(-γt) (c + γ s)`, where `c`, `s` are the
solutions of `y'' = (γ² - v²) y` described by `IsPropagatorPair`. -/
theorem coherence_eq {γ v : ℝ} {u : ℝ → Fin 2 → ℂ} {c s : ℝ → ℝ} (hu : IsDephasing γ v u)
    (h : IsPropagatorPair (γ ^ 2 - v ^ 2) c s) (t : ℝ) :
    coherence u t = ((Real.exp (-γ * t) * (c t + γ * s t) : ℝ) : ℂ) := by
  have hC0 : coherence u 0 = 1 := by
    simp only [coherence, hu.initial, Matrix.cons_val_zero, Matrix.cons_val_one]
    norm_num
  have hD0 : imbalance u 0 = 0 := by simp [imbalance, hu.initial]
  have he : ∀ x : ℝ, HasDerivAt (fun x : ℝ => ((Real.exp (γ * x) : ℝ) : ℂ))
      ((Real.exp (γ * x) * γ : ℝ) : ℂ) x := fun x => by
    have hl : HasDerivAt (fun x : ℝ => γ * x) γ x := by
      simpa using (hasDerivAt_id' x).const_mul γ
    exact hl.exp.ofReal_comp
  -- two combinations conserved by the flow
  have d1 : ∀ x : ℝ, HasDerivAt (fun x : ℝ => ((Real.exp (γ * x) : ℝ) : ℂ) *
      (((c x : ℂ) - γ * s x) * coherence u x - s x * (Complex.I * v * imbalance u x))) 0 x :=
    fun x => ((he x).fun_mul ((((h.deriv_c x).ofReal_comp.fun_sub
      ((h.deriv_s x).ofReal_comp.const_mul (γ : ℂ))).fun_mul (coherence_system hu x).1).fun_sub
      ((h.deriv_s x).ofReal_comp.fun_mul
        ((coherence_system hu x).2.const_mul (Complex.I * v))))).congr_deriv (by
      simp only [Complex.ofReal_mul, Complex.ofReal_sub, Complex.ofReal_pow]
      linear_combination (-(((Real.exp (γ * x) : ℝ) : ℂ) * s x * v ^ 2 * coherence u x)) *
        Complex.I_sq)
  have d2 : ∀ x : ℝ, HasDerivAt (fun x : ℝ => ((Real.exp (γ * x) : ℝ) : ℂ) *
      (((c x : ℂ) + γ * s x) * imbalance u x - s x * (Complex.I * v * coherence u x))) 0 x :=
    fun x => ((he x).fun_mul ((((h.deriv_c x).ofReal_comp.fun_add
      ((h.deriv_s x).ofReal_comp.const_mul (γ : ℂ))).fun_mul (coherence_system hu x).2).fun_sub
      ((h.deriv_s x).ofReal_comp.fun_mul
        ((coherence_system hu x).1.const_mul (Complex.I * v))))).congr_deriv (by
      simp only [Complex.ofReal_mul, Complex.ofReal_sub, Complex.ofReal_pow]
      linear_combination (-(((Real.exp (γ * x) : ℝ) : ℂ) * s x * v ^ 2 * imbalance u x)) *
        Complex.I_sq)
  have d3 : ∀ x : ℝ, HasDerivAt (fun x => c x * c x - (γ ^ 2 - v ^ 2) * (s x * s x)) 0 x :=
    fun x => (((h.deriv_c x).fun_mul (h.deriv_c x)).fun_sub
      (((h.deriv_s x).fun_mul (h.deriv_s x)).const_mul _)).congr_deriv (by ring)
  have H1 := (is_const_of_deriv_eq_zero (fun x => (d1 x).differentiableAt)
    (fun x => (d1 x).deriv) t 0).trans
    (show _ = (1 : ℂ) by simp [h.c_zero, h.s_zero, hC0, hD0])
  have H2 := (is_const_of_deriv_eq_zero (fun x => (d2 x).differentiableAt)
    (fun x => (d2 x).deriv) t 0).trans
    (show _ = (0 : ℂ) by simp [h.s_zero, hD0])
  have H3 := (is_const_of_deriv_eq_zero (fun x => (d3 x).differentiableAt)
    (fun x => (d3 x).deriv) t 0).trans
    (show _ = (1 : ℝ) by simp [h.c_zero, h.s_zero])
  have HN : (c t : ℂ) * c t - ((γ : ℂ) ^ 2 - (v : ℂ) ^ 2) * (s t * s t) = 1 := by
    exact_mod_cast H3
  have HE : ((Real.exp (-γ * t) : ℝ) : ℂ) * ((Real.exp (γ * t) : ℝ) : ℂ) = 1 := by
    rw [← Complex.ofReal_mul, ← Real.exp_add, show -γ * t + γ * t = 0 by ring,
      Real.exp_zero, Complex.ofReal_one]
  -- solve the conservation laws for the coherence
  have hP : ((Real.exp (γ * t) : ℝ) : ℂ) * coherence u t = c t + γ * s t := by
    linear_combination ((c t : ℂ) + γ * s t) * H1 + s t * Complex.I * v * H2 -
      ((Real.exp (γ * t) : ℝ) : ℂ) * coherence u t * HN +
      ((Real.exp (γ * t) : ℝ) : ℂ) * coherence u t * s t ^ 2 * v ^ 2 * Complex.I_sq
  simp only [Complex.ofReal_mul, Complex.ofReal_add]
  linear_combination ((Real.exp (-γ * t) : ℝ) : ℂ) * hP - coherence u t * HE
```

The claim is $C=e^{-\gamma t}(c+\gamma s)$, with $k=\gamma^2-v^2$. Define
$$A=e^{\gamma t}[(c-\gamma s)C-ivsD],\quad B=e^{\gamma t}[(c+\gamma s)D-ivsC],\quad N=c^2-ks^2.$$
Differentiating and collecting terms,
$$A'=e^{\gamma t}(k-\gamma^2+v^2)sC=0,\quad B'=e^{\gamma t}(k-\gamma^2+v^2)sD=0,\quad N'=2kcs-2kcs=0.$$
The initial values give $A=1$, $B=0$, $N=1$. In $(c+\gamma s)A+ivsB$ the $D$ terms cancel, leaving $e^{\gamma t}CN=e^{\gamma t}C$. Hence $e^{\gamma t}C=c+\gamma s$.

In Lean, `d1`, `d2` and `d3` are the three derivatives, and `linear_combination` and `ring` check the algebra.

```lean
/-- An explicit dephasing trajectory, built from the solutions `c`, `s` of
`y'' = (γ² - v²) y`. -/
theorem explicit_solution_witness {γ v : ℝ} {c s : ℝ → ℝ}
    (h : IsPropagatorPair (γ ^ 2 - v ^ 2) c s) :
    IsDephasing γ v (fun t =>
      ![((Real.exp (-γ * t) : ℝ) : ℂ) * (c t + (γ + Complex.I * v) * s t) / 2,
        ((Real.exp (-γ * t) : ℝ) : ℂ) * (c t + (γ - Complex.I * v) * s t) / 2]) := by
  refine ⟨fun t => ?_, by simp [h.c_zero, h.s_zero]⟩
  have hl : HasDerivAt (fun x : ℝ => -γ * x) (-γ) t := by
    simpa using (hasDerivAt_id' t).const_mul (-γ)
  -- both components at once, with `w = iv` or `w = -iv`
  have key : ∀ w : ℂ, w ^ 2 = -(v : ℂ) ^ 2 → HasDerivAt
      (fun t : ℝ => ((Real.exp (-γ * t) : ℝ) : ℂ) * (c t + (γ + w) * s t) / 2)
      ((-(γ : ℂ) + w) * (((Real.exp (-γ * t) : ℝ) : ℂ) * (c t + (γ + w) * s t) / 2) +
        γ * (((Real.exp (-γ * t) : ℝ) : ℂ) * (c t + (γ - w) * s t) / 2)) t :=
    fun w hw => ((hl.exp.ofReal_comp.fun_mul ((h.deriv_c t).ofReal_comp.fun_add
      ((h.deriv_s t).ofReal_comp.const_mul ((γ : ℂ) + w)))).div_const 2).congr_deriv (by
      simp only [Complex.ofReal_mul, Complex.ofReal_sub, Complex.ofReal_pow, Complex.ofReal_neg]
      linear_combination (-(((Real.exp (-γ * t) : ℝ) : ℂ) * s t / 2)) * hw)
  rw [generator_mulVec]
  refine hasDerivAt_pi.2 (Fin.forall_fin_two.2 ⟨?_, ?_⟩)
  · exact key (Complex.I * v) (by rw [mul_pow, Complex.I_sq]; ring)
  · have h1 := key (-(Complex.I * v)) (by rw [neg_sq, mul_pow, Complex.I_sq]; ring)
    simp only [sub_neg_eq_add, ← sub_eq_add_neg] at h1
    exact h1
```

Conversely, $u_{0,1}=\tfrac12e^{-\gamma t}[c+(\gamma\pm iv)s]$ is a trajectory. For the upper sign, both $u_0'$ and $(Mu)_0$ equal $\tfrac12e^{-\gamma t}[ivc-(v^2+i\gamma v)s]$; the lower sign follows by $v\to-v$.

```lean
/-- For `k ≥ 0` the solutions `c`, `s` of `y'' = k y` exist, with `c` positive everywhere and
`s` positive at positive times. -/
theorem exists_positive_pair {k : ℝ} (hk : 0 ≤ k) :
    ∃ c s, IsPropagatorPair k c s ∧ (∀ t, 0 < c t) ∧ ∀ t, 0 < t → 0 < s t := by
  rcases hk.eq_or_lt with rfl | hk
  · exact ⟨fun _ => 1, fun t => t, ⟨fun t => (hasDerivAt_const t (1 : ℝ)).congr_deriv (by ring),
      fun t => hasDerivAt_id' t, rfl, rfl⟩, fun _ => one_pos, fun _ ht => ht⟩
  · obtain ⟨q, hq, rfl⟩ : ∃ q : ℝ, 0 < q ∧ q ^ 2 = k :=
      ⟨Real.sqrt k, Real.sqrt_pos.2 hk, Real.sq_sqrt hk.le⟩
    have hl : ∀ t : ℝ, HasDerivAt (fun x : ℝ => q * x) q t := fun t => by
      simpa using (hasDerivAt_id' t).const_mul q
    exact ⟨fun t => Real.cosh (q * t), fun t => Real.sinh (q * t) / q,
      ⟨fun t => (hl t).cosh.congr_deriv (by field_simp),
        fun t => ((hl t).sinh.div_const q).congr_deriv (by field_simp), by simp, by simp⟩,
      fun t => Real.cosh_pos _, fun t ht => div_pos (Real.sinh_pos_iff.2 (mul_pos hq ht)) hq⟩
```

For $k=0$ take $c=1$, $s=t$. For $k=q^2$ with $q>0$ take $c=\cosh qt$, $s=\sinh(qt)/q$. In both cases $c>0$, and $s>0$ for $t>0$.

## Zeros and revivals

```lean
/-- Slow noise, `0 < γ < v`: the coherence is a damped oscillation of frequency
`ω = √(v² - γ²)`. -/
theorem coherence_oscillating {γ v : ℝ} {u : ℝ → Fin 2 → ℂ} (hγ : 0 < γ) (hv : γ < v)
    (hu : IsDephasing γ v u) (t : ℝ) : coherence u t = ((Real.exp (-γ * t) *
      (Real.cos (beat γ v * t) + γ * (Real.sin (beat γ v * t) / beat γ v)) : ℝ) : ℂ) := by
  have hpos : 0 < v ^ 2 - γ ^ 2 := by nlinarith
  have hω : 0 < beat γ v := Real.sqrt_pos.2 hpos
  have hsq : beat γ v ^ 2 = v ^ 2 - γ ^ 2 := Real.sq_sqrt hpos.le
  have hl : ∀ t : ℝ, HasDerivAt (fun x : ℝ => beat γ v * x) (beat γ v) t := fun t => by
    simpa using (hasDerivAt_id' t).const_mul (beat γ v)
  have hp : IsPropagatorPair (γ ^ 2 - v ^ 2) (fun t => Real.cos (beat γ v * t))
      (fun t => Real.sin (beat γ v * t) / beat γ v) := by
    rw [show γ ^ 2 - v ^ 2 = -beat γ v ^ 2 by rw [hsq]; ring]
    exact ⟨fun t => (hl t).cos.congr_deriv (by field_simp),
      fun t => ((hl t).sin.div_const _).congr_deriv (by field_simp), by simp, by simp⟩
  exact coherence_eq hu hp t
```

For $v>\gamma$, $k=-\omega^2$, so $c=\cos\omega t$ and $s=\sin(\omega t)/\omega$.

```lean
/-- Slow noise, `0 < γ < v`: the zeros of the coherence at times `t ≥ 0` form an infinite
sequence with spacing `π/√(v² - γ²)`. -/
theorem coherence_zeros {γ v : ℝ} {u : ℝ → Fin 2 → ℂ} (hγ : 0 < γ) (hv : γ < v)
    (hu : IsDephasing γ v u) : {t : ℝ | 0 ≤ t ∧ coherence u t = 0} =
      Set.range (fun n : ℕ => firstZero γ v + n * (Real.pi / beat γ v)) := by
  have hω : 0 < beat γ v := Real.sqrt_pos.2 (by nlinarith)
  have hφ : 0 < Real.arctan (beat γ v / γ) := Real.arctan_pos.2 (div_pos hω hγ)
  have hφ' := Real.arctan_lt_pi_div_two (beat γ v / γ)
  have hcos := Real.cos_arctan_pos (beat γ v / γ)
  have htan := Real.tan_arctan (beat γ v / γ)
  rw [Real.tan_eq_sin_div_cos, div_eq_div_iff hcos.ne' hγ.ne'] at htan
  -- the coherence vanishes exactly when a phase-shifted sine does
  have hz : ∀ t, coherence u t = 0 ↔
      Real.sin (beat γ v * t + Real.arctan (beat γ v / γ)) = 0 := fun t => by
    have hq := div_mul_cancel₀ (Real.sin (beat γ v * t)) hω.ne'
    have key : γ * Real.sin (beat γ v * t + Real.arctan (beat γ v / γ)) =
        beat γ v * Real.cos (Real.arctan (beat γ v / γ)) *
        (Real.cos (beat γ v * t) + γ * (Real.sin (beat γ v * t) / beat γ v)) := by
      rw [Real.sin_add]
      linear_combination Real.cos (beat γ v * t) * htan -
        γ * Real.cos (Real.arctan (beat γ v / γ)) * hq
    rw [coherence_oscillating hγ hv hu t, Complex.ofReal_eq_zero, mul_eq_zero,
      or_iff_right (Real.exp_ne_zero _)]
    constructor
    · intro h
      rw [h, mul_zero] at key
      exact (mul_eq_zero.1 key).resolve_left hγ.ne'
    · intro h
      rw [h, mul_zero] at key
      exact (mul_eq_zero.1 key.symm).resolve_left (mul_pos hω hcos).ne'
  have aux : ∀ m : ℝ, beat γ v * (firstZero γ v + m * (Real.pi / beat γ v)) =
      Real.pi - Real.arctan (beat γ v / γ) + m * Real.pi := fun m => by
    have g : ∀ a b : ℝ, beat γ v * (a / beat γ v + m * (b / beat γ v)) = a + m * b := by
      intro a b
      field_simp
    exact g _ _
  ext t
  simp only [Set.mem_ofPred_eq, Set.mem_range]
  constructor
  · rintro ⟨ht, h⟩
    obtain ⟨n, hn⟩ := Real.sin_eq_zero_iff.1 ((hz t).1 h)
    have hnπ : 0 < (n : ℝ) * Real.pi := by
      rw [hn]
      linarith [mul_nonneg hω.le ht]
    have hn0 : (0 : ℝ) < n := (mul_pos_iff_of_pos_right Real.pi_pos).1 hnπ
    have hn1 : 0 < n := by exact_mod_cast hn0
    obtain ⟨m, hm⟩ := Int.eq_ofNat_of_zero_le (show 0 ≤ n - 1 by omega)
    have hm1 : n = (m : ℤ) + 1 := by omega
    have hm2 : (n : ℝ) = (m : ℝ) + 1 := by exact_mod_cast hm1
    refine ⟨m, mul_left_cancel₀ hω.ne' ?_⟩
    rw [aux]
    linear_combination hn - Real.pi * hm2
  · rintro ⟨m, rfl⟩
    have h0 : 0 < firstZero γ v := div_pos (by linarith [Real.pi_pos]) hω
    refine ⟨add_nonneg h0.le (mul_nonneg m.cast_nonneg (div_pos Real.pi_pos hω).le), ?_⟩
    refine (hz _).2 (Real.sin_eq_zero_iff.2 ⟨(m : ℤ) + 1, ?_⟩)
    rw [aux]
    push_cast
    ring
```

Let $\varphi=\arctan(\omega/\gamma)$, so $\gamma\sin\varphi=\omega\cos\varphi$. The addition formula gives
$$\gamma\sin(\omega t+\varphi)=\omega\cos\varphi\,(c+\gamma s).$$
Since $\cos\varphi>0$, $C=0$ exactly when $\omega t+\varphi=m\pi$ for an integer $m$. For $t\ge0$ the left side is positive, so $m=n+1$ with $n=0,1,2,\dots$, and $t=t_0+n\pi/\omega$.

For $\gamma=1$, $v=\sqrt2$: $\omega=1$, $\varphi=\pi/4$, and the zeros are $3\pi/4,\,7\pi/4,\dots$, where indeed $\cos t+\sin t=0$.

```lean
/-- For `γ, v > 0` the coherence is real. For `v ≤ γ` it is positive and strictly decreasing on
`t ≥ 0`; for `v > γ` its zeros on `t ≥ 0` are an infinite sequence spaced by `π/√(v² - γ²)`. -/
theorem telegraph_coherence {γ v : ℝ} {u : ℝ → Fin 2 → ℂ} (hγ : 0 < γ) (hv : 0 < v)
    (hu : IsDephasing γ v u) :
    (∀ t, (coherence u t).im = 0) ∧
    (v ≤ γ → (∀ t, 0 ≤ t → 0 < (coherence u t).re) ∧
      StrictAntiOn (fun t => (coherence u t).re) (Set.Ici 0)) ∧
    (γ < v → {t : ℝ | 0 ≤ t ∧ coherence u t = 0} =
      Set.range (fun n : ℕ => firstZero γ v + n * (Real.pi / beat γ v))) := by
  refine ⟨fun t => ?_, fun hle => ?_, fun hlt => coherence_zeros hγ hlt hu⟩
  · rcases le_or_gt v γ with hle | hlt
    · obtain ⟨c, s, h, -, -⟩ := exists_positive_pair (show 0 ≤ γ ^ 2 - v ^ 2 by nlinarith)
      rw [coherence_eq hu h t, Complex.ofReal_im]
    · rw [coherence_oscillating hγ hlt hu t, Complex.ofReal_im]
  · obtain ⟨c, s, h, hc, hs⟩ := exists_positive_pair (show 0 ≤ γ ^ 2 - v ^ 2 by nlinarith)
    have hre : (fun t => (coherence u t).re) =
        fun t => Real.exp (-γ * t) * (c t + γ * s t) :=
      funext fun t => by rw [coherence_eq hu h t, Complex.ofReal_re]
    constructor
    · intro t ht
      rw [coherence_eq hu h t, Complex.ofReal_re]
      have hs0 : 0 ≤ s t := by
        rcases ht.eq_or_lt with h0 | h0
        · rw [← h0, h.s_zero]
        · exact (hs t h0).le
      exact mul_pos (Real.exp_pos _) (add_pos_of_pos_of_nonneg (hc t) (mul_nonneg hγ.le hs0))
    · -- the slope is `-v² s exp(-γt)`
      have hd : ∀ t, HasDerivAt (fun t => Real.exp (-γ * t) * (c t + γ * s t))
          (-(v ^ 2 * s t * Real.exp (-γ * t))) t := fun t => by
        have hl : HasDerivAt (fun x : ℝ => -γ * x) (-γ) t := by
          simpa using (hasDerivAt_id' t).const_mul (-γ)
        exact (hl.exp.fun_mul ((h.deriv_c t).fun_add
          ((h.deriv_s t).const_mul γ))).congr_deriv (by ring)
      rw [hre]
      refine strictAntiOn_of_deriv_neg (convex_Ici 0)
        (fun t _ => (hd t).continuousAt.continuousWithinAt) (fun t ht => ?_)
      rw [interior_Ici] at ht
      rw [(hd t).deriv]
      exact neg_neg_of_pos (mul_pos (mul_pos (pow_pos hv 2) (hs t ht)) (Real.exp_pos _))
```

$C$ is real because the formula is. For $v\le\gamma$, the signs of $c$ and $s$ make it positive on $t\ge0$, and
$$C'=e^{-\gamma t}(-\gamma c-\gamma^2s+ks+\gamma c)=-v^2s\,e^{-\gamma t}<0\quad(t>0).$$
`strictAntiOn_of_deriv_neg` turns this into strict decrease on $[0,\infty)$, including $t=0$, where the slope vanishes.

```lean
/-- For `γ, v > 0` the magnitude of the coherence never grows on `t ≥ 0` exactly when
`v ≤ γ`. -/
theorem no_revival_iff {γ v : ℝ} {u : ℝ → Fin 2 → ℂ} (hγ : 0 < γ) (hv : 0 < v)
    (hu : IsDephasing γ v u) :
    AntitoneOn (fun t => ‖coherence u t‖) (Set.Ici 0) ↔ v ≤ γ := by
  obtain ⟨him, hover, hunder⟩ := telegraph_coherence hγ hv hu
  constructor
  · intro hanti
    by_contra hlt
    have hset := hunder (not_le.1 hlt)
    have hω : 0 < beat γ v := Real.sqrt_pos.2 (by nlinarith [not_le.1 hlt])
    have hstep : 0 < Real.pi / beat γ v := div_pos Real.pi_pos hω
    have hz : firstZero γ v ∈ {t : ℝ | 0 ≤ t ∧ coherence u t = 0} := by
      rw [hset]
      exact ⟨0, by simp⟩
    -- half a spacing after a zero the coherence would still have to vanish
    have hle : firstZero γ v ≤ firstZero γ v + 1 / 2 * (Real.pi / beat γ v) := by linarith
    have hn : ‖coherence u (firstZero γ v + 1 / 2 * (Real.pi / beat γ v))‖ ≤
        ‖coherence u (firstZero γ v)‖ := hanti hz.1 (hz.1.trans hle) hle
    rw [hz.2, norm_zero] at hn
    have hmem : firstZero γ v + 1 / 2 * (Real.pi / beat γ v) ∈
        {t : ℝ | 0 ≤ t ∧ coherence u t = 0} := ⟨hz.1.trans hle, norm_le_zero_iff.1 hn⟩
    rw [hset] at hmem
    obtain ⟨n, hn⟩ := hmem
    have hhalf : (n : ℝ) = 1 / 2 := mul_right_cancel₀ hstep.ne' (add_left_cancel hn)
    have h2 : (2 : ℝ) * n = 1 := by linarith
    have h3 : 2 * n = 1 := by exact_mod_cast h2
    omega
  · intro hle
    obtain ⟨hpos, hanti⟩ := hover hle
    have hn : ∀ t, 0 ≤ t → ‖coherence u t‖ = (coherence u t).re := fun t ht => by
      have e : ((coherence u t).re : ℂ) = coherence u t :=
        Complex.ext (by simp) (by simp [him t])
      calc ‖coherence u t‖ = ‖((coherence u t).re : ℂ)‖ := by rw [e]
        _ = (coherence u t).re := by
          rw [Complex.norm_real, Real.norm_of_nonneg (hpos t ht).le]
    intro a ha b hb hab
    change ‖coherence u b‖ ≤ ‖coherence u a‖
    rw [hn b hb, hn a ha]
    exact hanti.antitoneOn ha hb hab

end

end TelegraphDephasing
```

`AntitoneOn` means "never increases". If $v\le\gamma$, then $|C|=C$, which decreases. If $v>\gamma$ and $|C|$ never increased, $C$ would stay zero after $t_0$; but $t_0+\pi/(2\omega)$ is not in the list of zeros. Growth of $|C|$ is a common indicator of non-Markovian dynamics, and in this two-state model it appears exactly for $v>\gamma$.

```lean
#print axioms TelegraphDephasing.no_revival_iff
```

```
'TelegraphDephasing.no_revival_iff' depends on axioms: [propext, Classical.choice, Quot.sound]
```
